# The projected local Green's function has the tail $1/x$ exactly when the projected orbitals of one unit cell are orthonormal

## Question

If the local orbitals of one unit cell are not orthonormal after projection onto the included bands, the local Green's function $G(x)$ built from them has the wrong tail. It falls off as $S/x$ with some overlap matrix $S\neq 1$, so the total spectral weights of the orbitals are wrong or a net weight appears between different orbitals. For invertible $S$, the combination $x-G(x)^{-1}$, from which one reads the local levels and the hybridisation, then grows linearly with $x$ instead of settling to a constant.

Orthonormalising the orbitals should cure this. I have finitely many k-points with weights $w_k\ge 0$, complex $m\times n$ projection matrices $P_k$ and real diagonal matrices $E_k$ of band energies. The overlap is $O=\sum_k w_kP_kP_k^\dagger$, and $B$ is a Hermitian matrix with $BOB=1$. I expect

$$x\sum_k w_k\,B P_k (x-E_k)^{-1}P_k^\dagger B\;\longrightarrow\;1\qquad (x\to\infty,\ x\ \text{real}).$$

Can this be made rigorous and checked by machine?

## Answer

Yes. The limit holds, and without the condition on $B$ the same calculation shows what the tail is instead.

### The tail from a single band level

Let $B$ be any complex $m\times m$ matrix for the moment, and define, for complex $z$ away from the band energies,

$$G(z)=\sum_k w_k\,BP_k(z-E_k)^{-1}P_k^\dagger B^\dagger .$$

Write $E_{ka}$ for the energy of band $a$ at k-point $k$. Since $E_k$ is diagonal, so is its resolvent, and the matrix element between orbitals $i$ and $j$ is

$$G_{ij}(z)=\sum_k w_k\sum_a \frac{(BP_k)_{ia}\,\overline{(BP_k)_{ja}}}{z-E_{ka}} .$$

For $z\neq 0$, each level contributes the factor

$$\frac{z}{z-E_{ka}}=\frac{1}{1-E_{ka}/z}\;\longrightarrow\;1\qquad(|z|\to\infty).$$

The sums over $k$ and $a$ are finite, so the limit may be taken term by term:

$$zG(z)\;\longrightarrow\;\sum_k w_k\,BP_kP_k^\dagger B^\dagger = B\,O\,B^\dagger .$$

This is the overlap matrix of the transformed orbitals. Large real $x$ is a special case of large $|z|$, and a limit is unique, so $xG(x)\to 1$ if and only if $BOB^\dagger=1$. For Hermitian $B$ the condition reads $BOB=1$, which is the case you asked about.

The next order follows from $(z-E_k)(z-E_k)^{-1}=1$. Rearranged and multiplied by $z$, this gives

$$z\left[z(z-E_k)^{-1}-1\right]=z(z-E_k)^{-1}E_k\;\longrightarrow\;E_k .$$

Inserting this between the projections and using $BOB^\dagger=1$, one finds

$$z\,[zG(z)-1]\;\longrightarrow\;\sum_k w_k\,BP_kE_kP_k^\dagger B^\dagger .$$

The right-hand side is the local Hamiltonian, whose diagonal holds the local levels.

### What the Lean statements say

The finite types `κ`, `μ` and `ν` label k-points, local orbitals and bands. Thus `P k` is the rectangular matrix $P_k$, `E k a` is $E_{ka}$, and every k-point has the same number of bands. Orbitals and bands may differ in number. The weights `w k` are real; neither their sign nor their sum is restricted, so your assumption $w_k\ge0$ is not needed.

- `overlap w P` is $O$.
- `bandResolvent (E k) z` is the matrix inverse of $z-E_k$. At a band energy this inverse does not exist and Lean assigns it a conventional value, which has no influence on the limit because large $|z|$ avoids the finitely many levels.
- `toLocal w P B` sends a family of band-space matrices $X_k$ to $\sum_k w_kBP_kX_kP_k^\dagger B^\dagger$.
- `localGreen` is this map applied to the resolvents.

The filter `atTop` expresses $x\to+\infty$ on the real axis, and `cobounded ℂ` expresses $|z|\to\infty$ in any direction of the complex plane, including along the imaginary axis. Convergence to `𝓝 1` means that every matrix element converges to that of the identity.

Your claim is `tendsto_one_of_hermitian`, with the sum written out in full. The equivalence is `tendsto_one_iff_orthonormal`, which uses $B^\dagger$ and does not need $B$ to be Hermitian. The second-order term is `tendsto_localHamiltonian`.

The condition $BOB=1$ stands for orthonormality of the transformed orbitals as seen through the included bands. It is assumed: the file does not construct $B$ from $O$, and no such $B$ exists when $O$ is singular. Löwdin's choice $B=O^{-1/2}$ satisfies it for positive definite $O$. The same $B$ serves all k-points, and the condition concerns the orbitals within one unit cell; those in different cells may still overlap. The matrices $P_k$ are given data, so the PAW or ultrasoft augmentation that enters their computation is not modelled. Nor are a self-energy, a continuous Brillouin-zone integral or infinitely many bands.

For non-interacting bands on a finite k-mesh, the result provides a consistency test for the projected Green's function that enters a DFT+DMFT calculation: if the local orbitals are meant to be orthonormal, its $1/x$ coefficient must be the identity matrix.

```lean
import Mathlib

open Matrix Filter Topology Bornology

namespace ProjectedLocalGreen

noncomputable section

variable {κ μ ν : Type*} [Fintype κ] [Fintype μ] [Fintype ν]

/-- The overlap matrix `O = ∑ w_k P_k P_k†` of the projected local orbitals. -/
def overlap (w : κ → ℝ) (P : κ → Matrix μ ν ℂ) : Matrix μ μ ℂ :=
  ∑ k, (w k : ℂ) • (P k * (P k)ᴴ)

/-- The linear map taking band-space operators `X_k` to the local operator
`∑ w_k B P_k X_k P_k† B†`. -/
def toLocal (w : κ → ℝ) (P : κ → Matrix μ ν ℂ) (B : Matrix μ μ ℂ) :
    (κ → Matrix ν ν ℂ) →ₗ[ℂ] Matrix μ μ ℂ where
  toFun X := ∑ k, (w k : ℂ) • (B * P k * X k * (P k)ᴴ * Bᴴ)
  map_add' X Y := by
    simp only [Pi.add_apply, Matrix.mul_add, Matrix.add_mul, smul_add,
      Finset.sum_add_distrib]
  map_smul' c X := by
    simp only [Pi.smul_apply, Matrix.mul_smul, Matrix.smul_mul, RingHom.id_apply,
      Finset.smul_sum]
    exact Finset.sum_congr rfl fun k _ => smul_comm _ _ _

/-- The map from band operators to local operators is continuous. -/
theorem continuous_toLocal (w : κ → ℝ) (P : κ → Matrix μ ν ℂ) (B : Matrix μ μ ℂ) :
    Continuous (toLocal w P B) := by
  change Continuous fun X : κ → Matrix ν ν ℂ =>
    ∑ k, (w k : ℂ) • (B * P k * X k * (P k)ᴴ * Bᴴ)
  refine continuous_finsetSum _ fun k _ => ?_
  have hk : Continuous fun X : κ → Matrix ν ν ℂ => X k := continuous_apply k
  have h1 : Continuous fun X : κ → Matrix ν ν ℂ => B * P k * X k :=
    continuous_const.matrix_mul hk
  have h2 : Continuous fun X : κ → Matrix ν ν ℂ => B * P k * X k * (P k)ᴴ :=
    h1.matrix_mul continuous_const
  have h3 : Continuous fun X : κ → Matrix ν ν ℂ => B * P k * X k * (P k)ᴴ * Bᴴ :=
    h2.matrix_mul continuous_const
  exact h3.const_smul (w k : ℂ)

variable [DecidableEq ν]

/-- The identity in band space is mapped to the transformed overlap `B O B†`. -/
theorem toLocal_one (w : κ → ℝ) (P : κ → Matrix μ ν ℂ) (B : Matrix μ μ ℂ) :
    toLocal w P B 1 = B * overlap w P * Bᴴ := by
  change ∑ k, (w k : ℂ) • (B * P k * (1 : Matrix ν ν ℂ) * (P k)ᴴ * Bᴴ) = _
  simp only [overlap, Matrix.mul_one, Matrix.mul_sum, Matrix.sum_mul, Matrix.mul_smul,
    Matrix.smul_mul, Matrix.mul_assoc]

/-- The diagonal matrix of the band energies at one k-point. -/
def bandEnergy (E : ν → ℝ) : Matrix ν ν ℂ := diagonal fun a => (E a : ℂ)

/-- The band resolvent `(z - E)⁻¹` at one k-point. -/
def bandResolvent (E : ν → ℝ) (z : ℂ) : Matrix ν ν ℂ := (z • 1 - bandEnergy E)⁻¹

/-- The local Green's function `G(z) = ∑ w_k B P_k (z - E_k)⁻¹ P_k† B†`. -/
def localGreen (w : κ → ℝ) (P : κ → Matrix μ ν ℂ) (E : κ → ν → ℝ) (B : Matrix μ μ ℂ)
    (z : ℂ) : Matrix μ μ ℂ :=
  toLocal w P B fun k => bandResolvent (E k) z

/-- Away from the band energies the resolvent is diagonal with entries `1 / (z - E_a)`. -/
theorem bandResolvent_eq (E : ν → ℝ) {z : ℂ} (hz : ∀ a, z ≠ (E a : ℂ)) :
    bandResolvent E z = diagonal fun a => (z - (E a : ℂ))⁻¹ := by
  have hd : z • (1 : Matrix ν ν ℂ) - bandEnergy E = diagonal fun a => z - (E a : ℂ) := by
    ext i j
    by_cases hij : i = j
    · subst hij
      simp [bandEnergy]
    · simp [bandEnergy, hij]
  have he : (fun a => (z - (E a : ℂ)) * (z - (E a : ℂ))⁻¹) = fun _ => 1 :=
    funext fun a => mul_inv_cancel₀ (sub_ne_zero.mpr (hz a))
  unfold bandResolvent
  apply Matrix.inv_eq_right_inv
  rw [hd, diagonal_mul_diagonal, he, diagonal_one]

/-- For a single level `e`, the product `z / (z - e)` tends to one as `|z|` grows. -/
theorem tendsto_pole (e : ℂ) :
    Tendsto (fun z : ℂ => z * (z - e)⁻¹) (cobounded ℂ) (𝓝 1) := by
  have h0 : Tendsto (fun z : ℂ => (1 - e * z⁻¹)⁻¹) (cobounded ℂ) (𝓝 1) := by
    have h := ((Filter.tendsto_inv₀_cobounded (α := ℂ)).const_mul e).const_sub 1
    simpa using h.inv₀ (by simp)
  have hne : ({0} : Set ℂ)ᶜ ∈ cobounded ℂ := isBounded_def.mp isBounded_singleton
  refine h0.congr' ?_
  filter_upwards [hne] with z hz
  have hz0 : z ≠ 0 := by simpa using hz
  -- factor out the large energy
  have hf : z - e = z * (1 - e * z⁻¹) := by
    linear_combination e * mul_inv_cancel₀ hz0
  rw [hf, mul_inv, ← mul_assoc, mul_inv_cancel₀ hz0, one_mul]

/-- At large `|z|` the band energies are avoided, `z (z - E)⁻¹` tends to the identity, and
`z (z (z - E)⁻¹ - 1)` tends to the band energy matrix. -/
theorem bandResolvent_asymptotics (E : ν → ℝ) :
    (∀ᶠ z in cobounded ℂ, ∀ a, z ≠ (E a : ℂ)) ∧
    Tendsto (fun z => z • bandResolvent E z) (cobounded ℂ) (𝓝 1) ∧
    Tendsto (fun z => z • (z • bandResolvent E z - 1)) (cobounded ℂ)
      (𝓝 (bandEnergy E)) := by
  have hev : ∀ᶠ z in cobounded ℂ, ∀ a, z ≠ (E a : ℂ) := by
    refine Filter.eventually_all.mpr fun a => ?_
    have hne : ({(E a : ℂ)} : Set ℂ)ᶜ ∈ cobounded ℂ := isBounded_def.mp isBounded_singleton
    filter_upwards [hne] with z hz
    simpa using hz
  have h1 : Tendsto (fun z => z • bandResolvent E z) (cobounded ℂ) (𝓝 1) := by
    have h : Tendsto (fun z : ℂ => diagonal fun a => z * (z - (E a : ℂ))⁻¹) (cobounded ℂ)
        (𝓝 (diagonal fun _ : ν => (1 : ℂ))) :=
      ((continuous_id.matrix_diagonal).tendsto _).comp
        (tendsto_pi_nhds.mpr fun a => tendsto_pole (E a : ℂ))
    rw [diagonal_one] at h
    refine h.congr' ?_
    filter_upwards [hev] with z hz
    rw [bandResolvent_eq E hz]
    ext i j
    by_cases hij : i = j
    · subst hij
      simp
    · simp [hij]
  refine ⟨hev, h1, ?_⟩
  have hc : Continuous fun M : Matrix ν ν ℂ => M * bandEnergy E :=
    continuous_id.matrix_mul continuous_const
  have h2 : Tendsto (fun z => (z • bandResolvent E z) * bandEnergy E) (cobounded ℂ)
      (𝓝 (1 * bandEnergy E)) := (hc.tendsto 1).comp h1
  rw [Matrix.one_mul] at h2
  refine h2.congr' ?_
  -- the resolvent identity z R - 1 = R E, multiplied by z
  filter_upwards [hev] with z hz
  rw [bandResolvent_eq E hz]
  ext i j
  by_cases hij : i = j
  · subst hij
    simp only [bandEnergy, Matrix.smul_apply, Matrix.sub_apply, Matrix.mul_diagonal,
      Matrix.diagonal_apply_eq, Matrix.one_apply_eq, smul_eq_mul]
    linear_combination (-z) * mul_inv_cancel₀ (sub_ne_zero.mpr (hz i))
  · simp [bandEnergy, Matrix.mul_diagonal, hij]

/-- As `|z|` grows in the complex plane, `z G(z)` tends to the transformed overlap `B O B†`. -/
theorem tendsto_smul_localGreen (w : κ → ℝ) (P : κ → Matrix μ ν ℂ) (E : κ → ν → ℝ)
    (B : Matrix μ μ ℂ) :
    Tendsto (fun z => z • localGreen w P E B z) (cobounded ℂ)
      (𝓝 (B * overlap w P * Bᴴ)) := by
  have h : Tendsto (fun z => fun k => z • bandResolvent (E k) z) (cobounded ℂ)
      (𝓝 (1 : κ → Matrix ν ν ℂ)) :=
    tendsto_pi_nhds.mpr fun k => (bandResolvent_asymptotics (E k)).2.1
  have h2 := ((continuous_toLocal w P B).tendsto 1).comp h
  rw [toLocal_one] at h2
  exact h2.congr fun z => (toLocal w P B).map_smul z fun k => bandResolvent (E k) z

variable [DecidableEq μ]

/-- On the real axis `x G(x)` tends to the identity exactly when the transformed local
orbitals are orthonormal, `B O B† = 1`. -/
theorem tendsto_one_iff_orthonormal (w : κ → ℝ) (P : κ → Matrix μ ν ℂ) (E : κ → ν → ℝ)
    (B : Matrix μ μ ℂ) :
    Tendsto (fun x : ℝ => (x : ℂ) • localGreen w P E B x) atTop (𝓝 1) ↔
      B * overlap w P * Bᴴ = 1 := by
  have hx : Tendsto (fun x : ℝ => (x : ℂ)) atTop (cobounded ℂ) := by
    refine tendsto_norm_atTop_iff_cobounded.mp ?_
    simp only [Complex.norm_real, Real.norm_eq_abs]
    exact tendsto_abs_atTop_atTop
  have h : Tendsto (fun x : ℝ => (x : ℂ) • localGreen w P E B x) atTop
      (𝓝 (B * overlap w P * Bᴴ)) := (tendsto_smul_localGreen w P E B).comp hx
  exact ⟨fun h1 => tendsto_nhds_unique h h1, fun h1 => by rw [h1] at h; exact h⟩

/-- For a Hermitian orthonormalisation matrix with `B O B = 1`, the quantity
`x ∑ w_k B P_k (x - E_k)⁻¹ P_k† B` tends to the identity as real `x` tends to infinity. -/
theorem tendsto_one_of_hermitian (w : κ → ℝ) (P : κ → Matrix μ ν ℂ) (E : κ → ν → ℝ)
    {B : Matrix μ μ ℂ} (hB : B.IsHermitian) (hO : B * overlap w P * B = 1) :
    Tendsto (fun x : ℝ => (x : ℂ) • ∑ k, (w k : ℂ) •
      (B * P k * ((x : ℂ) • 1 - bandEnergy (E k))⁻¹ * (P k)ᴴ * B)) atTop (𝓝 1) := by
  have h := (tendsto_one_iff_orthonormal w P E B).mpr (by rw [hB.eq]; exact hO)
  refine h.congr fun x => ?_
  change (x : ℂ) • ∑ k, (w k : ℂ) •
    (B * P k * bandResolvent (E k) x * (P k)ᴴ * Bᴴ) = _
  simp only [hB.eq, bandResolvent]

/-- For orthonormalised orbitals, `z (z G(z) - 1)` tends to the local Hamiltonian
`∑ w_k B P_k E_k P_k† B†` as `|z|` grows. -/
theorem tendsto_localHamiltonian (w : κ → ℝ) (P : κ → Matrix μ ν ℂ) (E : κ → ν → ℝ)
    {B : Matrix μ μ ℂ} (hO : B * overlap w P * Bᴴ = 1) :
    Tendsto (fun z => z • (z • localGreen w P E B z - 1)) (cobounded ℂ)
      (𝓝 (toLocal w P B fun k => bandEnergy (E k))) := by
  have h : Tendsto (fun z => fun k => z • (z • bandResolvent (E k) z - 1)) (cobounded ℂ)
      (𝓝 fun k => bandEnergy (E k)) :=
    tendsto_pi_nhds.mpr fun k => (bandResolvent_asymptotics (E k)).2.2
  refine (((continuous_toLocal w P B).tendsto _).comp h).congr fun z => ?_
  -- linearity carries the band-space expression to the local one
  change toLocal w P B (z • (z • (fun k => bandResolvent (E k) z) - 1)) = _
  rw [map_smul, map_sub, map_smul, toLocal_one, hO]
  rfl

/-- Two k-points of weight one half with non-orthogonal projected orbitals, and a Hermitian
matrix that orthonormalises them. -/
theorem orthonormalisation_witness :
    (!![2, -1; -1, 1] : Matrix (Fin 2) (Fin 2) ℂ).IsHermitian ∧
    overlap (fun _ : Fin 2 => 1 / 2) ![!![1, 1; 1, 2], !![1, 1; 2, 1]] =
      (!![2, 3; 3, 5] : Matrix (Fin 2) (Fin 2) ℂ) ∧
    (!![2, -1; -1, 1] : Matrix (Fin 2) (Fin 2) ℂ) *
      overlap (fun _ : Fin 2 => 1 / 2) ![!![1, 1; 1, 2], !![1, 1; 2, 1]] *
      !![2, -1; -1, 1] = 1 := by
  have hO : overlap (fun _ : Fin 2 => 1 / 2) ![!![1, 1; 1, 2], !![1, 1; 2, 1]] =
      (!![2, 3; 3, 5] : Matrix (Fin 2) (Fin 2) ℂ) := by
    have h1 : (!![1, 1; 1, 2] : Matrix (Fin 2) (Fin 2) ℂ)ᴴ = !![1, 1; 1, 2] := by
      ext i j
      fin_cases i <;> fin_cases j <;> simp [Matrix.conjTranspose_apply]
    have h2 : (!![1, 1; 2, 1] : Matrix (Fin 2) (Fin 2) ℂ)ᴴ = !![1, 2; 1, 1] := by
      ext i j
      fin_cases i <;> fin_cases j <;> simp [Matrix.conjTranspose_apply]
    rw [overlap, Fin.sum_univ_two]
    change ((1 / 2 : ℝ) : ℂ) •
        ((!![1, 1; 1, 2] : Matrix (Fin 2) (Fin 2) ℂ) * (!![1, 1; 1, 2])ᴴ) +
      ((1 / 2 : ℝ) : ℂ) •
        ((!![1, 1; 2, 1] : Matrix (Fin 2) (Fin 2) ℂ) * (!![1, 1; 2, 1])ᴴ) = _
    rw [h1, h2]
    ext i j
    fin_cases i <;> fin_cases j <;> norm_num [Matrix.mul_apply, Fin.sum_univ_two]
  refine ⟨?_, hO, ?_⟩
  · ext i j
    fin_cases i <;> fin_cases j <;> simp [Matrix.conjTranspose_apply]
  · rw [hO]
    ext i j
    fin_cases i <;> fin_cases j <;> norm_num [Matrix.mul_apply, Fin.sum_univ_two]

end

end ProjectedLocalGreen
```

```lean
#print axioms ProjectedLocalGreen.tendsto_one_iff_orthonormal
#print axioms ProjectedLocalGreen.tendsto_one_of_hermitian
#print axioms ProjectedLocalGreen.tendsto_localHamiltonian
```

```
'ProjectedLocalGreen.tendsto_one_iff_orthonormal' depends on axioms: [propext, Classical.choice, Quot.sound]
'ProjectedLocalGreen.tendsto_one_of_hermitian' depends on axioms: [propext, Classical.choice, Quot.sound]
'ProjectedLocalGreen.tendsto_localHamiltonian' depends on axioms: [propext, Classical.choice, Quot.sound]
```

### How the proof follows the calculation

**The resolvent.** `bandResolvent_eq` shows that, away from the levels, the resolvent is the diagonal matrix with entries $1/(z-E_a)$. It multiplies $z-E$ by this candidate, obtains the identity, and concludes with `Matrix.inv_eq_right_inv` that the candidate is the inverse.

**One level.** `tendsto_pole` is the limit $z/(z-e)\to1$. It starts from $1/z\to0$, deduces $(1-e/z)^{-1}\to1$, and then identifies this expression with $z/(z-e)$ for $z\ne0$. The tactic `filter_upwards` restricts attention to such $z$, which is enough for a limit at infinity.

**All bands at one k-point.** `bandResolvent_asymptotics` collects three facts: large $|z|$ avoids every level, $z(z-E)^{-1}$ tends to the identity, and $z[z(z-E)^{-1}-1]$ tends to $E$. The second applies `tendsto_pole` to each diagonal entry. The third multiplies the second limit by $E$ from the right and uses the resolvent identity above, which `linear_combination` verifies on the diagonal.

**From bands to orbitals.** The finite sum over k-points is handled through the map `toLocal`. It is linear by construction and continuous by `continuous_toLocal`, and `toLocal_one` computes its value on the identity as $BOB^\dagger$. In `tendsto_smul_localGreen`, continuity carries the band-space limit to the orbital space, while linearity lets the factor $z$ pass through the map. The result is $zG(z)\to BOB^\dagger$.

**The real axis.** `tendsto_one_iff_orthonormal` first shows that real $x\to\infty$ leaves every bounded region of the complex plane, because $|x|\to\infty$. Composition with the complex limit gives $xG(x)\to BOB^\dagger$. If $xG(x)$ also tends to $1$, `tendsto_nhds_unique` forces the two limits to agree; conversely, $BOB^\dagger=1$ can be substituted into the limit. `tendsto_one_of_hermitian` then replaces $B^\dagger$ by $B$ and unfolds the definitions to reach your formula.

**The local Hamiltonian.** `tendsto_localHamiltonian` applies `toLocal` to the third band-space limit. Linearity splits the expression, and orthonormality turns the image of the band-space identity into the identity on the orbitals.

**A concrete case.** `orthonormalisation_witness` takes two k-points of weight $1/2$ and finds

$$O=\begin{pmatrix}2&3\\3&5\end{pmatrix},\qquad B=\begin{pmatrix}2&-1\\-1&1\end{pmatrix},\qquad BOB=1 .$$

The projected orbitals here are unnormalised, with squared norms $2$ and $5$. After normalisation their mutual overlap is $3/\sqrt{10}\approx0.95$, so the example satisfies the assumptions with orbitals that are far from orthogonal before $B$ is applied.
